# For $\kappa,\mu>0$, PBE-form exchange obeys the local Lieb–Oxford inequality at every spin polarization exactly when $\kappa\le C/2^{1/3}-1$

Should the Lieb–Oxford bound be imposed on the total exchange energy, or on the exchange energy density at each point of space? For PBE I mean the pointwise version. The enhancement factor is

$$F(s)=1+\kappa-\frac{\kappa}{1+\mu s^2/\kappa},\qquad \kappa,\mu>0,$$

with $s=|\nabla n|/[2(3\pi^2)^{1/3}n^{4/3}]\ge 0$ the reduced gradient of the density $n$. The claim I know is that $F$ has supremum $1+\kappa$, so that $2^{1/3}F(s)\le 2.273$ for all $s$ if and only if $\kappa\le 2.273/2^{1/3}-1$. The PBE value $\kappa=0.804$ passes and the revPBE value $\kappa=1.245$ fails. Can this be made rigorous and machine-checked in Lean, with the factor $2^{1/3}$ derived from spin scaling instead of put in?

## A pointwise inequality with free densities and gradients

Yes. The pointwise version becomes a statement about four independent numbers: the spin densities $n_\uparrow,n_\downarrow\ge 0$ and two reduced gradients $s_\uparrow,s_\downarrow\ge 0$, one for each spin. This suits a local condition, because the value and the gradient of a positive smooth density can be chosen independently at a given point.

Write the LDA exchange energy density of an unpolarized density $n$ as $e(n)=-A\,n^{4/3}$ with $A>0$. Spin scaling gives

$$e_x=\tfrac12\left[e(2n_\uparrow)F(s_\uparrow)+e(2n_\downarrow)F(s_\downarrow)\right],$$

where $s_\sigma$ is the reduced gradient of the density $2n_\sigma$. The local Lieb–Oxford inequality with constant $C$ is $e_x\ge C\,e(n_\uparrow+n_\downarrow)$ for all allowed values of the four numbers.

The Lieb–Oxford theorem itself bounds an integrated energy. The number $2.273$ stands for its constant divided by the LDA exchange coefficient, and it is taken as given here. The pointwise inequality implies the corresponding integrated one for exchange, but its failure does not show that any particular density violates the integrated bound.

## From the enhancement factor to the threshold on κ

**The supremum.** Multiplying numerator and denominator of the last term by $\kappa$ gives

$$F(s)=1+\kappa-\frac{\kappa^2}{\kappa+\mu s^2}.$$

The subtracted term is positive, so $F(s)<1+\kappa$ for every $s$. For a level $b$, clearing the positive denominator gives

$$b<F(s)\iff \kappa^2<(1+\kappa-b)(\kappa+\mu s^2)\iff \kappa(b-1)<\mu s^2(1+\kappa-b).$$

If $b<1+\kappa$, choose

$$s^2=\frac{\kappa|b-1|+1}{\mu(1+\kappa-b)}.$$

The right-hand side of the criterion is then $\kappa|b-1|+1$, which exceeds $\kappa(b-1)$. No level below $1+\kappa$ is therefore an upper bound, and the supremum is $1+\kappa$, never attained. For $c>0$ it follows that $cF(s)\le B$ for all $s\ge0$ exactly when $c(1+\kappa)\le B$, that is, $\kappa\le B/c-1$.

**The factor $2^{1/3}$.** Since $2^{4/3}=2\cdot2^{1/3}$, we have $e(2n)=2\cdot 2^{1/3}e(n)$. Inserting this and dividing by $-A$ turns the local inequality into

$$2^{1/3}\left[n_\uparrow^{4/3}F(s_\uparrow)+n_\downarrow^{4/3}F(s_\downarrow)\right]\le C\,(n_\uparrow+n_\downarrow)^{4/3}.$$

*Necessity.* Take the fully polarized case $n_\uparrow=1$, $n_\downarrow=0$. What remains is $2^{1/3}F(s)\le C$ for all $s\ge0$, hence $\kappa\le C/2^{1/3}-1$.

*Sufficiency.* Suppose $2^{1/3}F(s)\le C$ for all $s\ge0$. Since $F(0)=1$, $C$ is positive. The left-hand side is at most $C(n_\uparrow^{4/3}+n_\downarrow^{4/3})$. With $n=n_\uparrow+n_\downarrow>0$, the fractions $x_\sigma=n_\sigma/n$ lie in $[0,1]$, so $x_\sigma^{4/3}\le x_\sigma$ and $x_\uparrow^{4/3}+x_\downarrow^{4/3}\le1$. Multiplying by $n^{4/3}$ gives $n_\uparrow^{4/3}+n_\downarrow^{4/3}\le n^{4/3}$, as needed. For $n=0$ both sides vanish.

**The numbers.** Cubing shows $1.25<2^{1/3}<1.25995$. Then $1.804\cdot2^{1/3}<2.273$, so $\kappa=0.804$ passes, and $2.245\cdot2^{1/3}>2.273$, so $\kappa=1.245$ fails. With $\mu=0.2195$, the rounded PBE value that revPBE keeps, the failure is already visible at $s=4$ for full polarization: there $F>1.9$, and $1.25\cdot1.9=2.375>2.273$.

**The unpolarized limit.** For $n_\uparrow=n_\downarrow$ and $s_\uparrow=s_\downarrow=s$ the condition reduces to $F(s)\le C$, so the threshold is $\kappa\le C-1=1.273$. The value $1.245$ satisfies that, and it is spin polarization that rules it out.

## How the Lean definitions encode the physics

- `pbeF κ μ s` is $F(s)$, and `ldaX A n` is $e(n)$ with a real-number power. The coefficient `A` is any positive real, because it cancels.
- `spinX` is the spin-scaled energy density $e_x$. Spin scaling enters through this definition; it is not derived from an exchange functional.
- `LocalLiebOxford A C κ μ` is the pointwise inequality, quantified over `nu`, `nd`, `su`, `sd`, all nonnegative. Energies are negative, so "at least $C$ times the LDA value" limits how negative exchange may become.

The main theorem, `localLiebOxford_iff`, says that for positive `A`, `κ`, `μ` and any real `C`, this inequality is equivalent to $\kappa\le C/2^{1/3}-1$. The parameter $\mu$ does not enter the threshold; it only sets how quickly $F$ approaches its supremum. `isLUB_pbeF` states the supremum over $s\ge0$, and `kappa_values` gives both verdicts for $C=2.273$ and every $\mu>0$.

For density-functional work, this settles which constant values of $\kappa$ keep exchange of this one functional form within the local bound. Correlation and integrated energies are not treated.

```lean
import Mathlib

open Set

namespace PBEExchangeBound

noncomputable section

/-- The PBE exchange enhancement factor at reduced gradient `s`, for `κ ≠ 0` and
`κ + μ s² ≠ 0`. -/
def pbeF (κ μ s : ℝ) : ℝ := 1 + κ - κ / (1 + μ * s ^ 2 / κ)

/-- The LDA exchange energy density `-A n^(4/3)` of a spin-unpolarized density `n ≥ 0`. -/
def ldaX (A n : ℝ) : ℝ := -A * n ^ (4 / 3 : ℝ)

/-- The PBE exchange energy density of spin densities `nu`, `nd`, built by the spin-scaling
relation; `su`, `sd` are the reduced gradients of the doubled densities `2 * nu`, `2 * nd`. -/
def spinX (A κ μ nu nd su sd : ℝ) : ℝ :=
  (ldaX A (2 * nu) * pbeF κ μ su + ldaX A (2 * nd) * pbeF κ μ sd) / 2

/-- The local Lieb–Oxford inequality with constant `C`: for all spin densities and reduced
gradients, the exchange energy density is at least `C` times the unpolarized LDA value
at the total density. -/
def LocalLiebOxford (A C κ μ : ℝ) : Prop :=
  ∀ nu nd su sd : ℝ, 0 ≤ nu → 0 ≤ nd → 0 ≤ su → 0 ≤ sd →
    C * ldaX A (nu + nd) ≤ spinX A κ μ nu nd su sd

/-- The enhancement factor falls short of `1 + κ` by `κ² / (κ + μ s²)`. -/
theorem pbeF_eq {κ : ℝ} (hκ : 0 < κ) (μ s : ℝ) :
    pbeF κ μ s = 1 + κ - κ ^ 2 / (κ + μ * s ^ 2) := by
  have h : 1 + μ * s ^ 2 / κ = (κ + μ * s ^ 2) / κ := by
    rw [add_div, div_self hκ.ne']
  rw [pbeF, h, div_div_eq_mul_div, pow_two κ]

/-- The enhancement factor exceeds a level `b` exactly when
`κ (b - 1) < μ s² (1 + κ - b)`. -/
theorem lt_pbeF_iff {κ μ : ℝ} (hκ : 0 < κ) (hμ : 0 < μ) (b s : ℝ) :
    b < pbeF κ μ s ↔ κ * (b - 1) < μ * s ^ 2 * (1 + κ - b) := by
  have hd : 0 < κ + μ * s ^ 2 := by positivity
  rw [pbeF_eq hκ, lt_sub_comm, div_lt_iff₀ hd]
  constructor <;> intro h <;> nlinarith

/-- The enhancement factor stays strictly below `1 + κ` at every reduced gradient. -/
theorem pbeF_lt {κ μ : ℝ} (hκ : 0 < κ) (hμ : 0 < μ) (s : ℝ) :
    pbeF κ μ s < 1 + κ := by
  have h : 0 < κ ^ 2 / (κ + μ * s ^ 2) := by positivity
  rw [pbeF_eq hκ]
  linarith

/-- The supremum of the enhancement factor over reduced gradients `s ≥ 0` is `1 + κ`. -/
theorem isLUB_pbeF {κ μ : ℝ} (hκ : 0 < κ) (hμ : 0 < μ) :
    IsLUB (pbeF κ μ '' Ici 0) (1 + κ) := by
  constructor
  · rintro _ ⟨s, _, rfl⟩
    exact (pbeF_lt hκ hμ s).le
  · intro b hb
    by_contra h
    have hg : 0 < 1 + κ - b := by linarith [not_le.mp h]
    -- a reduced gradient large enough to pass the level b
    have ht : 0 ≤ (κ * |b - 1| + 1) / (μ * (1 + κ - b)) :=
      div_nonneg (by positivity) (mul_pos hμ hg).le
    have e : ∀ g X : ℝ, 0 < g → μ * (X / (μ * g)) * g = X := by
      intro g X hg
      field_simp
    have hs : b < pbeF κ μ (Real.sqrt ((κ * |b - 1| + 1) / (μ * (1 + κ - b)))) := by
      rw [lt_pbeF_iff hκ hμ, Real.sq_sqrt ht, e _ _ hg]
      linarith [mul_le_mul_of_nonneg_left (le_abs_self (b - 1)) hκ.le]
    exact absurd (hb ⟨_, Real.sqrt_nonneg _, rfl⟩) (not_le.mpr hs)

/-- The enhancement factor scaled by `c > 0` stays within `B` at all reduced gradients
exactly when `κ ≤ B / c - 1`. -/
theorem scaled_bound_iff {κ μ c : ℝ} (hκ : 0 < κ) (hμ : 0 < μ) (hc : 0 < c) (B : ℝ) :
    (∀ s, 0 ≤ s → c * pbeF κ μ s ≤ B) ↔ κ ≤ B / c - 1 := by
  constructor
  · intro h
    have hub : B / c ∈ upperBounds (pbeF κ μ '' Ici 0) := by
      rintro _ ⟨s, hs, rfl⟩
      rw [le_div_iff₀ hc]
      linarith [h s hs]
    linarith [(isLUB_pbeF hκ hμ).2 hub]
  · intro h s _
    have h1 : 1 + κ ≤ B / c := by linarith
    rw [le_div_iff₀ hc] at h1
    linarith [mul_lt_mul_of_pos_left (pbeF_lt hκ hμ s) hc]

/-- Doubling the density multiplies the LDA exchange energy density by `2 · 2^(1/3)`. -/
theorem ldaX_two_mul (A : ℝ) {n : ℝ} (hn : 0 ≤ n) :
    ldaX A (2 * n) = 2 * ((2 : ℝ) ^ (1 / 3 : ℝ) * ldaX A n) := by
  have e : (2 : ℝ) ^ (4 / 3 : ℝ) = 2 * (2 : ℝ) ^ (1 / 3 : ℝ) := by
    rw [show (4 / 3 : ℝ) = 1 + 1 / 3 by norm_num, Real.rpow_add two_pos, Real.rpow_one]
  unfold ldaX
  rw [Real.mul_rpow zero_le_two hn, e]
  ring

/-- PBE exchange obeys the local Lieb–Oxford inequality with constant `C`, at every spin
polarization, exactly when `κ ≤ C / 2^(1/3) - 1`. -/
theorem localLiebOxford_iff {A κ μ : ℝ} (hA : 0 < A) (hκ : 0 < κ) (hμ : 0 < μ) (C : ℝ) :
    LocalLiebOxford A C κ μ ↔ κ ≤ C / (2 : ℝ) ^ (1 / 3 : ℝ) - 1 := by
  have hc : 0 < (2 : ℝ) ^ (1 / 3 : ℝ) := by positivity
  rw [← scaled_bound_iff hκ hμ hc C]
  constructor
  · -- necessity: a fully polarized density
    intro h s hs
    have h1 := h 1 0 s 0 zero_le_one le_rfl hs le_rfl
    have l1 : ldaX A 1 = -A := by simp [ldaX]
    have l0 : ldaX A 0 = 0 := by
      rw [ldaX, Real.zero_rpow (by norm_num), mul_zero]
    rw [spinX, ldaX_two_mul A zero_le_one, ldaX_two_mul A (le_refl (0 : ℝ)),
      add_zero, l1, l0] at h1
    exact le_of_mul_le_mul_left (by linarith) hA
  · -- sufficiency: superadditivity of the power 4/3
    intro h nu nd su sd hu hd hsu hsd
    have hF0 : pbeF κ μ 0 = 1 := by simp [pbeF]
    have hC : 0 ≤ C := by
      have h0 := h 0 le_rfl
      rw [hF0] at h0
      linarith
    have hxy := Real.add_rpow_le_rpow_add hu hd (by norm_num : (1 : ℝ) ≤ 4 / 3)
    have k1 := mul_le_mul_of_nonneg_left (h su hsu) (Real.rpow_nonneg hu (4 / 3))
    have k2 := mul_le_mul_of_nonneg_left (h sd hsd) (Real.rpow_nonneg hd (4 / 3))
    have k3 := mul_le_mul_of_nonneg_left hxy hC
    have k : nu ^ (4 / 3 : ℝ) * ((2 : ℝ) ^ (1 / 3 : ℝ) * pbeF κ μ su)
        + nd ^ (4 / 3 : ℝ) * ((2 : ℝ) ^ (1 / 3 : ℝ) * pbeF κ μ sd)
        ≤ C * (nu + nd) ^ (4 / 3 : ℝ) := by linarith
    rw [spinX, ldaX_two_mul A hu, ldaX_two_mul A hd]
    unfold ldaX
    linarith [mul_le_mul_of_nonneg_left k hA.le]

/-- The spin-scaling factor `2^(1/3)` lies between 1.25 and 1.25995. -/
theorem cbrt_two_bounds :
    1.25 < (2 : ℝ) ^ (1 / 3 : ℝ) ∧ (2 : ℝ) ^ (1 / 3 : ℝ) < 1.25995 := by
  have h3 : ((2 : ℝ) ^ (1 / 3 : ℝ)) ^ 3 = 2 := by
    rw [← Real.rpow_natCast, ← Real.rpow_mul zero_le_two]
    norm_num
  constructor
  · exact lt_of_pow_lt_pow_left₀ 3 (by positivity) (by rw [h3]; norm_num)
  · exact lt_of_pow_lt_pow_left₀ 3 (by norm_num) (by rw [h3]; norm_num)

/-- With the constant 2.273, the local Lieb–Oxford inequality holds for `κ = 0.804` and
fails for `κ = 1.245`, whatever the value of `μ > 0`. -/
theorem kappa_values {A μ : ℝ} (hA : 0 < A) (hμ : 0 < μ) :
    LocalLiebOxford A 2.273 0.804 μ ∧ ¬ LocalLiebOxford A 2.273 1.245 μ := by
  obtain ⟨hlo, hhi⟩ := cbrt_two_bounds
  have hc : 0 < (2 : ℝ) ^ (1 / 3 : ℝ) := by positivity
  rw [localLiebOxford_iff hA (by norm_num) hμ, localLiebOxford_iff hA (by norm_num) hμ]
  constructor
  · have h : (1.804 : ℝ) ≤ 2.273 / (2 : ℝ) ^ (1 / 3 : ℝ) := by
      rw [le_div_iff₀ hc]
      linarith
    linarith
  · have h : 2.273 / (2 : ℝ) ^ (1 / 3 : ℝ) < (2.245 : ℝ) := by
      rw [div_lt_iff₀ hc]
      linarith
    intro h'
    linarith

/-- For `κ = 1.245` and `μ = 0.2195` the scaled enhancement factor exceeds 2.273 at the
reduced gradient `s = 4`. -/
theorem violation_at_four :
    2.273 < (2 : ℝ) ^ (1 / 3 : ℝ) * pbeF 1.245 0.2195 4 := by
  have hF : (1.9 : ℝ) < pbeF 1.245 0.2195 4 := by
    rw [lt_pbeF_iff (by norm_num) (by norm_num)]
    norm_num
  nlinarith [cbrt_two_bounds.1]

end

end PBEExchangeBound
```

```lean
#print axioms PBEExchangeBound.localLiebOxford_iff
#print axioms PBEExchangeBound.kappa_values
#print axioms PBEExchangeBound.violation_at_four
```

```
'PBEExchangeBound.localLiebOxford_iff' depends on axioms: [propext, Classical.choice, Quot.sound]
'PBEExchangeBound.kappa_values' depends on axioms: [propext, Classical.choice, Quot.sound]
'PBEExchangeBound.violation_at_four' depends on axioms: [propext, Classical.choice, Quot.sound]
```

## How the proof follows the derivation

`pbeF_eq` is the rewriting of $F$ with denominator $\kappa+\mu s^2$. `lt_pbeF_iff` is the level criterion: `div_lt_iff₀` clears the denominator, and `nlinarith` does the remaining algebra in each direction. `pbeF_lt` reads off the strict bound from the positivity of the subtracted term.

In `isLUB_pbeF` the first half is that strict bound. The second half assumes an upper bound `b` below $1+\kappa$ and evaluates $F$ at the square root of the $s^2$ chosen above. The criterion gives a value above `b`, a contradiction.

`scaled_bound_iff` uses the supremum in one direction: if $cF\le B$ everywhere, then $B/c$ is an upper bound of $F$ and so at least $1+\kappa$. The other direction needs only `pbeF_lt`.

`ldaX_two_mul` supplies the factor $2\cdot2^{1/3}$. The proof of `localLiebOxford_iff` first uses `scaled_bound_iff` to replace the condition on $\kappa$ by $2^{1/3}F(s)\le C$ for all $s\ge0$. Necessity is the instance `h 1 0 s 0`, the fully polarized density, followed by cancelling `A`. For sufficiency, `hC` obtains $C\ge0$ from $F(0)=1$, and `hxy` is the superadditivity of the power $4/3$, taken from Mathlib's `Real.add_rpow_le_rpow_add`. The facts `k1` and `k2` weight the bound on $F$ by each spin's $n_\sigma^{4/3}$, `k3` multiplies superadditivity by $C$, and their combination `k` is the inequality displayed above, which is finally multiplied by `A`.

`cbrt_two_bounds` compares cubes, `kappa_values` inserts the resulting bounds into the main theorem, and `violation_at_four` applies the level criterion with $b=1.9$.
